# The plane-wave ground energy of a fixed attractive contact potential in three dimensions tends to minus infinity

Before a plane-wave energy is quoted, the cutoff is raised until the energy stops changing within the required tolerance. This step presupposes that the energies approach a finite limit. For one particle in a periodic cubic box with an attractive contact potential of fixed strength, the ground energy has no such limit: it falls below every bound as the cutoff grows. In this one-particle problem, an attractive strength fitted at one cutoff therefore can't be kept as the basis is enlarged if the ground energy is to converge.

## From the contact potential to a matrix

Let the box have side $L$, the particle mass $\mu$, and the potential be $-\lambda\,\delta(\mathbf r)$ with $\lambda>0$. The normalised plane waves are $L^{-3/2}e^{2\pi i\,m\cdot\mathbf r/L}$, where $m=(m_1,m_2,m_3)$ is a triple of integers. (The letter $m$ labels a plane wave here and is not a mass.) Between any two of them the potential has the same matrix element, $-\lambda/L^3$, because the delta function evaluates both waves at the origin. The kinetic energy is diagonal.

With energies measured in units of $4\pi^2\hbar^2/(\mu L^2)$, the Hamiltonian becomes

$$H_{kl}=\tfrac12|k|^2\,\delta_{kl}-g,\qquad g=\frac{\lambda\mu}{4\pi^2\hbar^2L}.$$

The cutoff $M$ keeps the triples with $|m_i|\le M$, so there are $N=(2M+1)^3$ plane waves. Let $E(M)$ be the least eigenvalue of $H$.

## Two bounds and the divergence

For real coefficients $x_k$, the quadratic form of $H$, which is the energy expectation when $x$ is normalised, is

$$x^{T}Hx=\sum_k\tfrac12|k|^2x_k^2-g\Big(\sum_kx_k\Big)^2 .$$

The matrix $H-E(M)\,\mathbf 1$ is symmetric and its eigenvalues are those of $H$ reduced by $E(M)$, so none is negative. Hence $x^{T}Hx\ge E(M)\,x^{T}x$, which is the variational principle.

**Upper bound.** Take the normalised trial vector with every coefficient equal to $N^{-1/2}$. Its kinetic energy is the average of $|m|^2/2$ over the cube. Along one axis,

$$\sum_{a=-M}^{M}a^2=\frac{M(M+1)(2M+1)}{3}.$$

Each of the three axes contributes this sum $(2M+1)^2$ times, so

$$\sum_m\tfrac12|m|^2=\tfrac12\cdot3(2M+1)^2\cdot\frac{M(M+1)(2M+1)}{3}=N\,\frac{M(M+1)}{2}.$$

The average is $M(M+1)/2$. The coefficients add up to $\sqrt N$, so the contact energy is $-gN$. Therefore

$$E(M)\le\frac{M(M+1)}2-g(2M+1)^3 .$$

The kinetic cost of this localised state grows quadratically in $M$ and its contact energy cubically. For $g=0.01$ the bound is $1.69$ at $M=5$, $-0.97$ at $M=6$ and $-37.61$ at $M=10$. The positive value doesn't mean that the ground energy is positive there: the constant wave alone, as a trial vector, gives $E(M)\le-g$ at every cutoff.

**Lower bound.** Let $g\ge0$ and let $v$ be a normalised ground state. Its kinetic energy is nonnegative, and Cauchy–Schwarz gives $(\sum_kv_k)^2\le N\sum_kv_k^2=N$. Hence $E(M)\ge-g(2M+1)^3$.

**Divergence.** Let $g>0$ and let $b$ be any real number. If $M\ge(1+|b|)/g$, then $g(2M+1)\ge gM\ge1+|b|$, and so

$$E(M)\le\frac{M(M+1)}2-(1+|b|)(4M^2+4M+1)\le-|b|\le b .$$

Since $b$ was arbitrary, $E(M)\to-\infty$. Dividing the two bounds by $N$ also gives $E(M)/N\to-g$, a consequence that is drawn here by hand and has no theorem of its own below.

## Ground energy, plane waves and Hamiltonian in Lean

```lean
import Mathlib

open Matrix Filter

namespace PlaneWaveContact

noncomputable section
```

The ground energy is defined for any real square matrix as the infimum of its real spectrum, which for a finite matrix is its set of real eigenvalues.

```lean
/-- The ground energy of a real symmetric matrix of nonzero size: the infimum of its spectrum. -/
def groundEnergy {n : Type*} [Fintype n] [DecidableEq n] (A : Matrix n n ℝ) : ℝ :=
  sInf (spectrum ℝ A)
```

A `Mode M` is an integer between $-M$ and $M$, and a `PlaneWave M` is a triple of them. This fixes a cubic cutoff, whereas plane-wave codes commonly keep a sphere of bounded kinetic energy.

```lean
/-- The integer wave numbers along one axis that do not exceed the cutoff `M` in absolute value. -/
abbrev Mode (M : ℕ) : Type := ↥(Finset.Icc (-(M : ℤ)) (M : ℤ))

/-- The plane waves kept at cutoff `M`: triples of wave numbers, one for each axis. -/
abbrev PlaneWave (M : ℕ) : Type := Mode M × Mode M × Mode M
```

The zero wave number is always present, so the basis is never empty. At $M=0$ it consists of the constant wave alone, and both bounds equal $-g$.

```lean
instance (M : ℕ) : Nonempty (Mode M) := ⟨⟨0, by simp⟩⟩
```

The nested pairs are read as `m.1`, `m.2.1` and `m.2.2`, the three components of the wave vector in units of $2\pi/L$.

```lean
/-- The kinetic energy `|m|² / 2` of a plane wave. -/
def kinetic {M : ℕ} (m : PlaneWave M) : ℝ :=
  (((m.1 : ℤ) : ℝ) ^ 2 + (((m.2.1 : ℤ) : ℝ) ^ 2 + ((m.2.2 : ℤ) : ℝ) ^ 2)) / 2
```

The Hamiltonian is the diagonal kinetic matrix minus the matrix whose entries are all `g`. A positive `g` means attraction. The formal development starts from this matrix; the passage to it from the delta function in a box is the calculation given earlier, and no hypothesis in Lean stands for it.

```lean
/-- The plane-wave Hamiltonian with a contact potential: kinetic energy on the diagonal,
minus the same number `g` in every matrix element. -/
def hamiltonian (g : ℝ) (M : ℕ) : Matrix (PlaneWave M) (PlaneWave M) ℝ :=
  Matrix.diagonal kinetic - Matrix.of fun _ _ => g
```

## The least eigenvalue and the variational principle

An infimum need not belong to its set. For a real symmetric matrix of nonzero size, Mathlib identifies the spectrum with the range of a finite family of eigenvalues. A finite nonempty set contains its infimum, so `groundEnergy` really is the least eigenvalue.

```lean
/-- The spectrum of a real symmetric matrix of nonzero size has a least element,
and it is the ground energy. -/
theorem groundEnergy_isLeast {n : Type*} [Fintype n] [DecidableEq n] [Nonempty n]
    {A : Matrix n n ℝ} (hA : A.IsHermitian) : IsLeast (spectrum ℝ A) (groundEnergy A) := by
  rw [groundEnergy, hA.spectrum_real_eq_range_eigenvalues]
  exact ⟨(Set.range_nonempty _).csInf_mem (Set.finite_range _),
    fun _ h => csInf_le (Set.finite_range _).bddBelow h⟩
```

The next theorem is the variational principle for unnormalised real vectors: `x ⬝ᵥ x` is the squared norm and `x ⬝ᵥ A *ᵥ x` the unnormalised energy expectation. As in the derivation by hand, the matrix is shifted by its ground energy. The equation `e` shows that adding the ground energy to an eigenvalue of the shifted matrix gives an element of the spectrum of `A`. The shifted eigenvalue is therefore nonnegative, the shifted matrix is positive semidefinite, and expanding its quadratic form gives the inequality.

```lean
/-- Variational principle: for a real symmetric matrix `A` of nonzero size and any real vector `x`,
the quadratic form `x ⬝ᵥ A *ᵥ x` is at least the ground energy times the squared norm of `x`. -/
theorem variational {n : Type*} [Fintype n] [DecidableEq n] [Nonempty n]
    {A : Matrix n n ℝ} (hA : A.IsHermitian) (x : n → ℝ) :
    groundEnergy A * (x ⬝ᵥ x) ≤ x ⬝ᵥ A *ᵥ x := by
  have hB : (A - groundEnergy A • (1 : Matrix n n ℝ)).IsHermitian :=
    hA.sub (by simp [Matrix.IsHermitian])
  -- the matrix shifted by its ground energy has no negative eigenvalue
  have hpos := hB.posSemidef_iff_eigenvalues_nonneg.2 (fun j => by
    have hj : hB.eigenvalues j ∈ spectrum ℝ (A - groundEnergy A • (1 : Matrix n n ℝ)) := by
      rw [hB.spectrum_real_eq_range_eigenvalues]
      exact ⟨j, rfl⟩
    have e : algebraMap ℝ (Matrix n n ℝ) (hB.eigenvalues j + groundEnergy A) - A
        = algebraMap ℝ (Matrix n n ℝ) (hB.eigenvalues j)
          - (A - groundEnergy A • (1 : Matrix n n ℝ)) := by
      simp only [Algebra.algebraMap_eq_smul_one, add_smul]
      abel
    have hle := (groundEnergy_isLeast hA).2
      (show hB.eigenvalues j + groundEnergy A ∈ spectrum ℝ A by
        rw [spectrum.mem_iff, e]
        exact spectrum.mem_iff.1 hj)
    have h0 : 0 ≤ hB.eigenvalues j := by linarith
    exact h0)
  have h := hpos.dotProduct_mulVec_nonneg x
  rw [star_trivial, Matrix.sub_mulVec, Matrix.smul_mulVec, Matrix.one_mulVec,
    dotProduct_sub, dotProduct_smul, smul_eq_mul] at h
  linarith
```

To apply this to the Hamiltonian one needs its symmetry, which for real entries is what `IsHermitian` says. The proof compares diagonal and off-diagonal elements separately.

```lean
/-- The plane-wave Hamiltonian is symmetric. -/
theorem hamiltonian_isHermitian (g : ℝ) (M : ℕ) : (hamiltonian g M).IsHermitian := by
  ext k l
  by_cases h : k = l
  · subst h
    simp [hamiltonian]
  · simp [hamiltonian, Matrix.diagonal_apply_ne _ h, Matrix.diagonal_apply_ne _ (Ne.symm h)]
```

## Energy expectation and kinetic sum

The formula for $x^{T}Hx$ comes from first computing one component of $Hx$, namely $\tfrac12|k|^2x_k-g\sum_lx_l$, and then multiplying by $x_k$ and summing.

```lean
/-- The quadratic form of the Hamiltonian at a real vector `x` is the sum of the kinetic energies
weighted by the squared coefficients, minus `g` times the square of the sum of the coefficients. -/
theorem expectation (g : ℝ) {M : ℕ} (x : PlaneWave M → ℝ) :
    x ⬝ᵥ hamiltonian g M *ᵥ x = ∑ k, kinetic k * x k ^ 2 - g * (∑ k, x k) ^ 2 := by
  have hk : ∀ k, (hamiltonian g M *ᵥ x) k = kinetic k * x k - g * ∑ l, x l := fun k => by
    rw [hamiltonian, Matrix.sub_mulVec, Pi.sub_apply, Matrix.mulVec_diagonal]
    simp [Matrix.mulVec, dotProduct, Finset.mul_sum]
  calc x ⬝ᵥ hamiltonian g M *ᵥ x
      = ∑ k, (kinetic k * x k ^ 2 - x k * (g * ∑ l, x l)) :=
        Finset.sum_congr rfl fun k _ => by rw [hk]; ring
    _ = _ := by rw [Finset.sum_sub_distrib, ← Finset.sum_mul]; ring
```

The number of plane waves follows from the count along one axis.

```lean
/-- There are `2M+1` wave numbers along each axis. -/
theorem card_mode (M : ℕ) : (Fintype.card (Mode M) : ℝ) = 2 * M + 1 := by
  have h : Fintype.card (Mode M) = 2 * M + 1 := by
    rw [Fintype.card_coe, Int.card_Icc]
    omega
  rw [h]
  push_cast
  ring
```

The sum of squares along an axis is proved by induction on the cutoff: going from $N$ to $N+1$ adds the two wave numbers $\pm(N+1)$. In this proof `N` is a cutoff and not the number of plane waves. The last `simp only` splits the sum over triples into sums over the axes, as in the calculation by hand.

```lean
/-- The kinetic energies of all plane waves at cutoff `M` add up to `(2M+1)³ M(M+1)/2`. -/
theorem sum_kinetic (M : ℕ) :
    ∑ m : PlaneWave M, kinetic m = (2 * M + 1 : ℝ) ^ 3 * (M * (M + 1) / 2) := by
  have hsq : ∀ N : ℕ, ∑ a ∈ Finset.Icc (-(N : ℤ)) (N : ℤ), (a : ℝ) ^ 2
      = N * (N + 1) * (2 * N + 1) / 3 := by
    intro N
    induction N with
    | zero => simp
    | succ N ih =>
      -- raising the cutoff by one adds the two wave numbers `±(N+1)`
      have hs : Finset.Icc (-((N + 1 : ℕ) : ℤ)) ((N + 1 : ℕ) : ℤ)
          = insert ((N : ℤ) + 1) (insert (-((N : ℤ) + 1)) (Finset.Icc (-(N : ℤ)) N)) := by
        ext a
        simp only [Finset.mem_insert, Finset.mem_Icc]
        omega
      rw [hs, Finset.sum_insert (by simp only [Finset.mem_insert, Finset.mem_Icc]; omega),
        Finset.sum_insert (by simp only [Finset.mem_Icc]; omega), ih]
      push_cast
      ring
  have hmode : ∑ a : Mode M, ((a : ℤ) : ℝ) ^ 2 = M * (M + 1) * (2 * M + 1) / 3 := by
    rw [← hsq M]
    exact Finset.sum_coe_sort (Finset.Icc (-(M : ℤ)) (M : ℤ)) (fun a : ℤ => (a : ℝ) ^ 2)
  simp only [kinetic, ← Finset.sum_div, Fintype.sum_prod_type, Finset.sum_add_distrib,
    Finset.sum_const, Finset.card_univ, Fintype.card_prod, Nat.cast_mul, nsmul_eq_mul,
    ← Finset.mul_sum, card_mode, hmode]
  ring
```

## Bounds at a finite cutoff

The upper bound holds for every real `g`, including repulsive values. The trial vector in Lean has all coefficients equal to 1, so its squared norm is $(2M+1)^3$. The variational principle then reads

$$E(M)\,(2M+1)^3\le(2M+1)^3\,\frac{M(M+1)}2-g(2M+1)^6,$$

and cancelling the positive factor $(2M+1)^3$ gives the same value as the normalised vector.

```lean
/-- At cutoff `M` the ground energy is at most `M(M+1)/2 - g(2M+1)³`. -/
theorem groundEnergy_le (g : ℝ) (M : ℕ) :
    groundEnergy (hamiltonian g M) ≤ M * (M + 1) / 2 - g * (2 * M + 1) ^ 3 := by
  -- trial vector: all plane waves with equal weight
  have h := variational (hamiltonian_isHermitian g M) (fun _ => 1)
  have hc : ∑ _k : PlaneWave M, (1 : ℝ) = (2 * M + 1) ^ 3 := by
    simp only [Finset.sum_const, Finset.card_univ, Fintype.card_prod, nsmul_eq_mul,
      Nat.cast_mul, card_mode]
    ring
  rw [expectation] at h
  simp only [dotProduct, one_pow, mul_one, hc, sum_kinetic] at h
  have hN : (0 : ℝ) < (2 * M + 1) ^ 3 := by positivity
  refine le_of_mul_le_mul_right ?_ hN
  linarith
```

The lower bound assumes `0 ≤ g`. The proof takes an eigenvector `v` for the ground energy from Mathlib's orthonormal eigenvector basis and inserts it into the expectation formula. The inequality `hkin` says that the kinetic part is nonnegative, and `hcs` is Cauchy–Schwarz. Multiplying `hcs` by `g` preserves its direction because `g` is nonnegative. The proof keeps the squared norm of `v` as a positive factor and cancels it at the end.

```lean
/-- For `g ≥ 0` the ground energy at cutoff `M` is at least `-g(2M+1)³`. -/
theorem le_groundEnergy {g : ℝ} (hg : 0 ≤ g) (M : ℕ) :
    -g * (2 * M + 1) ^ 3 ≤ groundEnergy (hamiltonian g M) := by
  have hH := hamiltonian_isHermitian g M
  obtain ⟨v, hv, h⟩ : ∃ v : PlaneWave M → ℝ, v ≠ 0 ∧
      hamiltonian g M *ᵥ v = groundEnergy (hamiltonian g M) • v := by
    have hE := (groundEnergy_isLeast hH).1
    rw [hH.spectrum_real_eq_range_eigenvalues] at hE
    obtain ⟨j, hj⟩ := hE
    refine ⟨(hH.eigenvectorBasis j).ofLp,
      fun h => hH.eigenvectorBasis.orthonormal.ne_zero j ?_, ?_⟩
    · ext i
      exact congrFun h i
    · rw [← hj]
      exact hH.mulVec_eigenvectorBasis j
  have e := expectation g v
  rw [h, dotProduct_smul, smul_eq_mul] at e
  have hvv : v ⬝ᵥ v = ∑ k, v k ^ 2 := Finset.sum_congr rfl fun k _ => (sq (v k)).symm
  have hpos : 0 < v ⬝ᵥ v :=
    lt_of_le_of_ne (by rw [hvv]; positivity) (Ne.symm (mt dotProduct_self_eq_zero.1 hv))
  have hkin : 0 ≤ ∑ k, kinetic k * v k ^ 2 :=
    Finset.sum_nonneg fun k _ => mul_nonneg (by unfold kinetic; positivity) (sq_nonneg _)
  -- Cauchy-Schwarz bounds the contact energy by the number of plane waves
  have hcs : (∑ k, v k) ^ 2 ≤ (2 * M + 1) ^ 3 * (v ⬝ᵥ v) := by
    have h1 := sq_sum_le_card_mul_sum_sq (s := Finset.univ) (f := v)
    simp only [Finset.card_univ, Fintype.card_prod, Nat.cast_mul, card_mode] at h1
    rw [hvv]
    linarith
  have hgcs := mul_le_mul_of_nonneg_left hcs hg
  refine le_of_mul_le_mul_right ?_ hpos
  linarith
```

## The limit of growing cutoff

The final theorem reads: if `g` is positive and stays the same at every cutoff, the ground energy tends to minus infinity as `M` runs through the natural numbers. In Lean, `Tendsto … atTop atBot` means that for each real `b` the energy is at most `b` from some cutoff on.

The proof uses the threshold $(1+|b|)/g$ from the derivation by hand. There, `h1` is the inequality $gM\ge1+|b|$ multiplied by $(2M+1)^2$, and `h3` says that the rest of the cubic term, $g(M+1)(2M+1)^2$, is nonnegative. With `h2` for the remaining terms in $|b|$, `linarith` combines these inequalities with the upper bound.

```lean
/-- For an attractive contact potential in three dimensions, with `g > 0` the same at every cutoff,
the ground energy tends to minus infinity as the plane-wave cutoff grows. -/
theorem groundEnergy_tendsto_atBot {g : ℝ} (hg : 0 < g) :
    Tendsto (fun M : ℕ => groundEnergy (hamiltonian g M)) atTop atBot := by
  rw [tendsto_atBot]
  intro b
  filter_upwards [(tendsto_natCast_atTop_atTop (R := ℝ)).eventually_ge_atTop ((1 + |b|) / g)]
    with M hM
  have h0 : (0 : ℝ) ≤ M := by positivity
  have h00 : (0 : ℝ) ≤ (M : ℝ) ^ 2 := by positivity
  -- beyond this cutoff the contact energy outweighs the kinetic energy by at least `|b|`
  have h1 := mul_le_mul_of_nonneg_right ((div_le_iff₀ hg).1 hM) (sq_nonneg (2 * (M : ℝ) + 1))
  have h2 : 0 ≤ |b| * (4 * (M : ℝ) ^ 2 + 4 * M) := by positivity
  have h3 : 0 ≤ g * (((M : ℝ) + 1) * (2 * M + 1) ^ 2) := by positivity
  linarith [groundEnergy_le g M, neg_abs_le b]

end

end PlaneWaveContact
```

The theorem concerns a single particle and a potential with equal matrix elements between all plane waves. It gives no verdict on potentials whose matrix elements decay at large wave-vector differences, such as smooth pseudopotentials, or on a contact strength that is readjusted at each cutoff.

```lean
#print axioms PlaneWaveContact.le_groundEnergy
-- 'PlaneWaveContact.le_groundEnergy' depends on axioms: [propext, Classical.choice, Quot.sound]
#print axioms PlaneWaveContact.groundEnergy_tendsto_atBot
-- 'PlaneWaveContact.groundEnergy_tendsto_atBot' depends on axioms: [propext, Classical.choice, Quot.sound]
```
